# The integral group ring of a finite group has only the idempotents 0 and 1

Take the three hydrogen 1s orbitals $s_1, s_2, s_3$ of ammonia and the rotation $C$ by 120°, which sends $s_1$ to $s_2$, $s_2$ to $s_3$ and $s_3$ to $s_1$. The operator $2 - C - C^2$ turns $s_1$ into $2s_1 - s_2 - s_3$, a familiar symmetry-adapted combination. Applied a second time, it multiplies the result by 3. It becomes a projector only after division by 3. Could a cleverer choice of integer coefficients avoid the denominator?

In the group ring of a finite group $G$ it could not. If $e = \sum_g e(g)\,g$ has integer coefficients and $e^2 = e$, then $e = 0$ or $e = 1$.

## The identity coefficient counts dimensions

The product of $a = \sum_g a(g)\,g$ and $b = \sum_g b(g)\,g$ has the coefficients

$$(ab)(g) = \sum_h a(h)\, b(h^{-1}g).$$

Left multiplication by $a$ sends the basis element $h$ to $\sum_k a(k)\,kh$, in which $g$ has the coefficient $a(gh^{-1})$. Its matrix is therefore $(M_a)_{g,h} = a(gh^{-1})$. Since multiplying by $b$ and then by $a$ is multiplying by $ab$, we have $M_{ab} = M_aM_b$. Each diagonal entry is $a(gg^{-1}) = a(1)$, so

$$\operatorname{tr} M_a = |G|\,a(1).$$

Now let $e^2 = e$, with coefficients in a field of characteristic zero. Then $M_e^2 = M_e$. Writing $v = M_ev + (v - M_ev)$ splits the space into the range of $M_e$, where it acts as 1, and its kernel, where it acts as 0. The trace is thus the rank $r$:

$$r = |G|\,e(1).$$

Suppose that $e(1)$ is an integer $n$.

- If $n \le 0$, then $r = |G|\,n \le 0$. A rank is not negative, so $r = 0$ and $M_e = 0$. Applying $M_e$ to the group ring element 1 gives $e = 0$.
- If $n \ge 1$, put $f = 1 - e$. Then $f^2 = 1 - 2e + e^2 = f$ and $f(1) = 1 - n \le 0$. The first case gives $f = 0$, so $e = 1$.

Only the identity coefficient had to be an integer. For integer coefficients throughout, regard them as rational numbers and apply this argument. Conversely, 0 and 1 are plainly idempotent.

For ammonia's rotations, $e = \tfrac13(2 - C - C^2)$ has coefficients $\tfrac23, -\tfrac13, -\tfrac13$. In $e^2$ the identity has the coefficient $\tfrac49 + \tfrac19 + \tfrac19 = \tfrac23$, and $C$ and $C^2$ each have $-\tfrac29 - \tfrac29 + \tfrac19 = -\tfrac13$. So $e^2 = e$, and the rank is $3 \cdot \tfrac23 = 2$, the dimension of the degenerate pair. The formula gives the rank on the group ring. It carries over to the orbitals here because the rotations permute $s_1, s_2, s_3$ exactly as they permute $1, C, C^2$; on another space the rank can differ.

Fractions do give nontrivial projectors. For a one-dimensional character $\chi$, let $p(g) = \chi(g^{-1})/|G|$. Then

$$(pp)(g) = \sum_h \frac{\chi(h^{-1})\,\chi(g^{-1}h)}{|G|^2} = \frac{|G|\,\chi(g^{-1})}{|G|^2} = p(g).$$

Since $p(1) = 1/|G|$, this element is not 0, and it is not 1 when $|G| > 1$.

For finite point groups in electronic-structure work, an integer table of coefficients can therefore store a nontrivial group-ring projector at best up to a scale factor, which has to be restored wherever idempotence is used. If the ratios of the coefficients are not all rational, as for the complex characters of the threefold rotations, even that is impossible.

## Coefficients, operators and the regular matrix

The group is an arbitrary finite one, written multiplicatively.

In Lean 4 with Mathlib:

```lean
import Mathlib

open Matrix

namespace ProjectorDenominators

noncomputable section

variable {G : Type*} [Group G] [Fintype G]
```

A group ring element is represented by its coefficient function `a : G → R`, and `conv` is the product formula above.

```lean
/-- The product of two group ring elements `∑ a(g) g` and `∑ b(g) g`, written in terms of
their coefficients. -/
def conv {R : Type*} [CommRing R] (a b : G → R) : G → R :=
  fun g => ∑ h, a h * b (h⁻¹ * g)
```

Given operators `ρ g` that represent the group in some algebra `A`, `symOp ρ a` is the operator $\sum_g a(g)\rho(g)$. The algebra may consist of matrices or of operators on an infinite-dimensional space.

```lean
/-- The symmetry operator `∑ a(g) ρ(g)` built from the operators `ρ(g)` that represent the
group elements. -/
def symOp {R A : Type*} [CommRing R] [Ring A] [Algebra R A] (ρ : G →* A) (a : G → R) : A :=
  ∑ g, a g • ρ g
```

The matrix $M_a$ is called `regular a`.

```lean
/-- The matrix of left multiplication by `∑ a(g) g` on the group ring, in the basis of group
elements. -/
def regular {R : Type*} (a : G → R) : Matrix G G R :=
  Matrix.of fun g h => a (g * h⁻¹)
```

The next theorem ties the coefficients to operators. The proof expands both sides into double sums and substitutes $g = hk$ in the inner one.

```lean
/-- In every representation, symmetry operators multiply by convolution of their
coefficients. -/
theorem symOp_mul {R A : Type*} [CommRing R] [Ring A] [Algebra R A] (ρ : G →* A)
    (a b : G → R) : symOp ρ a * symOp ρ b = symOp ρ (conv a b) := by
  simp only [symOp, conv, Finset.sum_smul]
  rw [Finset.sum_mul_sum, Finset.sum_comm (s := Finset.univ (α := G))
    (f := fun g h => (a h * b (h⁻¹ * g)) • ρ g)]
  refine Finset.sum_congr rfl fun h _ => ?_
  -- substitute g = h k in the inner sum
  refine Fintype.sum_equiv (Equiv.mulLeft h) _ _ fun k => ?_
  simp only [Equiv.coe_mulLeft, inv_mul_cancel_left, map_mul, smul_mul_smul_comm]
```

An idempotent coefficient function thus gives an idempotent operator in every representation. The converse holds when the operators `ρ g` are linearly independent, as they are for the three rotations acting on the hydrogen orbitals, but it can fail otherwise. Let $g$ be a rotation by 60° that acts as 1 on one state and as $\zeta = e^{i\pi/3}$ on another. Then $g - g^2$ gives 0 on the first and $\zeta - \zeta^2 = 1$ on the second. On these two states it is a nontrivial projector with integer coefficients, although $g - g^2$ is not idempotent in the group ring. The step from group ring to operators on a particular space therefore needs its own justification.

Two reindexings show that `regular a` acts as left multiplication by `a` and that products go to matrix products. They substitute $h = gk^{-1}$ and $h = gm^{-1}$ respectively.

```lean
/-- The regular matrix of `a` acts on coefficients as left multiplication by `a`. -/
theorem regular_mulVec {R : Type*} [CommRing R] (a b : G → R) :
    regular a *ᵥ b = conv a b := by
  funext g
  change ∑ k, a (g * k⁻¹) * b k = ∑ h, a h * b (h⁻¹ * g)
  refine Fintype.sum_equiv ((Equiv.inv G).trans (Equiv.mulLeft g)) _ _ fun k => ?_
  simp

/-- The regular matrix of a product is the product of the regular matrices. -/
theorem regular_conv {R : Type*} [CommRing R] (a b : G → R) :
    regular (conv a b) = regular a * regular b := by
  ext g k
  rw [Matrix.mul_apply]
  change ∑ h, a h * b (h⁻¹ * (g * k⁻¹)) = ∑ m, a (g * m⁻¹) * b (m * k⁻¹)
  symm
  refine Fintype.sum_equiv ((Equiv.inv G).trans (Equiv.mulLeft g)) _ _ fun m => ?_
  simp [mul_assoc]
```

The trace formula follows from the constant diagonal.

```lean
/-- The trace of left multiplication by `a` is the group order times the coefficient of the
identity. -/
theorem trace_regular {R : Type*} [CommRing R] (a : G → R) :
    (regular a).trace = Fintype.card G * a 1 := by
  simp [Matrix.trace, regular]
```

The name `unit` denotes the multiplicative identity of the group ring, not an arbitrary invertible element. It is the function with value one at the group identity and zero elsewhere, whereas the constant function one would stand for the sum of all group elements.

```lean
variable [DecidableEq G]

/-- The coefficients of the unit of the group ring: one on the identity, zero elsewhere. -/
def unit {R : Type*} [CommRing R] : G → R := Pi.single 1 1
```

It is neutral on both sides.

```lean
lemma unit_conv {R : Type*} [CommRing R] (a : G → R) : conv unit a = a := by
  funext g
  simp [conv, unit, Pi.single_apply]

lemma conv_unit {R : Type*} [CommRing R] (a : G → R) : conv a unit = a := by
  funext g
  simp [conv, unit, Pi.single_apply, inv_mul_eq_one]
```

## From the rank to the two idempotents

The hypothesis `he` says that `e` is idempotent; no Hermiticity is required, so oblique projectors are included. In the proof, `hp` states that the matrix maps into its range and fixes every vector there, which is the splitting used above. Mathlib's trace formula for such projections then gives the dimension of the range, and `ht` identifies the trace of the linear map with that of the matrix. The equation is stated in `K`, for any field.

```lean
variable {K : Type*} [Field K]

/-- For an idempotent `e` of the group algebra over a field, the group order times the identity
coefficient is the rank of multiplication by `e`. -/
theorem rank_regular (e : G → K) (he : conv e e = e) :
    ((regular e).rank : K) = Fintype.card G * e 1 := by
  have hM : regular e * regular e = regular e := by rw [← regular_conv, he]
  -- multiplication by e projects onto its own range
  have hp : LinearMap.IsProj (LinearMap.range (regular e).mulVecLin)
      (regular e).mulVecLin := by
    refine ⟨fun x => ⟨x, rfl⟩, ?_⟩
    rintro _ ⟨x, rfl⟩
    simp only [Matrix.mulVecLin_apply, Matrix.mulVec_mulVec, hM]
  have ht : LinearMap.trace K (G → K) (regular e).mulVecLin = (regular e).trace := by
    rw [← Matrix.toLin'_apply', LinearMap.trace_eq_matrix_trace K (Pi.basisFun K G),
      LinearMap.toMatrix_eq_toMatrix', LinearMap.toMatrix'_toLin']
  rw [← trace_regular, ← ht]
  exact hp.trace.symm
```

Characteristic zero enters next. It allows the rank equation to be read in the integers, where a rank that is at most zero must vanish. The range is then the zero subspace, and the closing `calc` applies the zero map to `unit` to recover `e = 0`.

```lean
variable [CharZero K]

lemma eq_zero_of_nonpos (e : G → K) (he : conv e e = e) (n : ℤ) (hn : e 1 = n)
    (h0 : n ≤ 0) : e = 0 := by
  have hr := rank_regular e he
  rw [hn] at hr
  have hz : ((regular e).rank : ℤ) = Fintype.card G * n := by exact_mod_cast hr
  have hc : (0 : ℤ) ≤ Fintype.card G := by positivity
  have hle : ((regular e).rank : ℤ) ≤ 0 := by
    nlinarith [mul_nonneg hc (neg_nonneg.mpr h0)]
  have hr0 : (regular e).rank = 0 := by omega
  have hb : LinearMap.range (regular e).mulVecLin = ⊥ := Submodule.finrank_eq_zero.mp hr0
  have hL := LinearMap.range_eq_bot.mp hb
  calc e = conv e unit := (conv_unit e).symm
    _ = regular e *ᵥ unit := (regular_mulVec e unit).symm
    _ = 0 := LinearMap.congr_fun hL unit
```

The stronger theorem assumes only that `e 1` equals an integer `n`. For positive `n` the proof passes to `unit - e`. Because `conv` is a plain function and not a registered ring multiplication, the expansion of $(1-e)^2$ is proved term by term in `hexp`.

```lean
/-- Over a field of characteristic zero, an idempotent of the group algebra whose identity
coefficient is an integer is zero or the unit. -/
theorem trivial_of_integer_identity_coeff (e : G → K) (he : conv e e = e) (n : ℤ)
    (hn : e 1 = n) : e = 0 ∨ e = unit := by
  rcases le_or_gt n 0 with h | h
  · exact Or.inl (eq_zero_of_nonpos e he n hn h)
  · right
    -- the complementary projector 1 - e has identity coefficient 1 - n ≤ 0
    have hexp : conv (unit - e) (unit - e)
        = conv unit unit - conv unit e - conv e unit + conv e e := by
      funext g
      simp only [conv, Pi.sub_apply, Pi.add_apply, ← Finset.sum_sub_distrib,
        ← Finset.sum_add_distrib]
      refine Finset.sum_congr rfl fun h _ => ?_
      ring
    have hc : conv (unit - e) (unit - e) = unit - e := by
      rw [hexp]
      simp only [unit_conv, conv_unit, he]
      abel
    have h1 : (unit - e : G → K) 1 = ((1 - n : ℤ) : K) := by simp [unit, hn]
    exact (sub_eq_zero.mp (eq_zero_of_nonpos _ hc (1 - n) h1 (by omega))).symm
```

The statement for integer coefficients is an equivalence. Its forward direction casts the coefficients to `ℚ`, applies the previous theorem with `n = a 1`, and returns to the integers coefficient by coefficient. The one-element group is included, where the claim is that 0 and 1 are the only idempotent integers.

```lean
/-- The idempotents of the integral group ring of a finite group are exactly zero and the
unit. -/
theorem integral_idempotent_iff (a : G → ℤ) : conv a a = a ↔ a = 0 ∨ a = unit := by
  constructor
  · intro h
    -- regard the integer coefficients as rational ones
    have hQ : conv (fun g => (a g : ℚ)) (fun g => (a g : ℚ)) = fun g => (a g : ℚ) := by
      funext g
      have hg := congrFun h g
      simp only [conv] at hg ⊢
      exact_mod_cast hg
    rcases trivial_of_integer_identity_coeff _ hQ (a 1) rfl with h0 | h1
    · left
      funext g
      simpa using congrFun h0 g
    · right
      funext g
      have hg := congrFun h1 g
      simp only [unit, Pi.single_apply] at hg ⊢
      split_ifs at hg ⊢ <;> exact_mod_cast hg
  · rintro (rfl | rfl)
    · funext g
      simp [conv]
    · exact unit_conv unit
```

## Projectors for one-dimensional characters

A one-dimensional character is a multiplicative map `χ : G →* K`; for the usual complex characters, `K` is `ℂ`. On a finite group $\chi(g^{-1})$ is then the complex conjugate of $\chi(g)$, the form found in most textbooks.

```lean
omit [DecidableEq G] [CharZero K] in
/-- The coefficients `χ(g⁻¹) / |G|` of the symmetry projector for a one-dimensional character
`χ`, over a field in which the group order is not zero. -/
def charProjector (χ : G →* K) : G → K := fun g => χ g⁻¹ / Fintype.card G
```

The last theorem assumes more than one group element through `[Nontrivial G]`; in the one-element group the projector is the identity. In the proof, `hterm` shows that all $|G|$ terms of the convolution are equal, and the coefficient $1/|G|$ at the group identity rules out both trivial cases. Projectors for irreducible representations of higher dimension, such as $E$ in $C_{3v}$, are not constructed here, but the rank formula and the integrality theorem apply to them as to any idempotent.

```lean
/-- Over a field of characteristic zero, the projector of a one-dimensional character of a
group with more than one element is idempotent and is neither zero nor the unit. -/
theorem charProjector_nontrivial [Nontrivial G] (χ : G →* K) :
    conv (charProjector χ) (charProjector χ) = charProjector χ ∧
      charProjector χ ≠ 0 ∧ charProjector χ ≠ unit := by
  have hN : (Fintype.card G : K) ≠ 0 := Nat.cast_ne_zero.mpr Fintype.card_ne_zero
  have h1 : charProjector χ 1 = 1 / (Fintype.card G : K) := by simp [charProjector]
  refine ⟨?_, fun h => ?_, fun h => ?_⟩
  · funext g
    -- every term of the convolution has the same value
    have hterm : ∀ h : G, charProjector χ h * charProjector χ (h⁻¹ * g)
        = χ g⁻¹ / (Fintype.card G * Fintype.card G) := by
      intro h
      have hχ : χ (h⁻¹ * g)⁻¹ * χ h⁻¹ = χ g⁻¹ := by
        rw [← map_mul]
        congr 1
        group
      simp only [charProjector]
      rw [div_mul_div_comm, mul_comm (χ h⁻¹), hχ]
    change ∑ h, charProjector χ h * charProjector χ (h⁻¹ * g)
      = χ g⁻¹ / (Fintype.card G : K)
    rw [Finset.sum_congr rfl fun h _ => hterm h, Finset.sum_const, Finset.card_univ,
      nsmul_eq_mul]
    field_simp
  · rw [h] at h1
    exact one_div_ne_zero hN h1.symm
  · rw [h] at h1
    have h2 : (1 : K) = 1 / (Fintype.card G : K) := by simpa [unit] using h1
    rw [eq_div_iff hN, one_mul] at h2
    have h3 : Fintype.card G = 1 := by exact_mod_cast h2
    have h4 : 1 < Fintype.card G := Fintype.one_lt_card
    omega

end

end ProjectorDenominators
```

```lean
#print axioms ProjectorDenominators.symOp_mul
#print axioms ProjectorDenominators.integral_idempotent_iff
#print axioms ProjectorDenominators.charProjector_nontrivial
```

```
'ProjectorDenominators.symOp_mul' depends on axioms: [propext, Classical.choice, Quot.sound]
'ProjectorDenominators.integral_idempotent_iff' depends on axioms: [propext, Classical.choice, Quot.sound]
'ProjectorDenominators.charProjector_nontrivial' depends on axioms: [propext, Classical.choice, Quot.sound]
```
